# The Lieb functional of the repulsive Hubbard dimer in the singlet sector lies within 2t of U|d|

One way to tabulate the exact density functional of a lattice model is to fix a target density d, compute the ground-state energy E(v) at a sequence of external potentials v, and maximise E(v) − v d over v. If the objective is concave, the search meets no spurious local maximum; if the supremum is finite, there is a value to approach; and if a range for that value is known, the output can be checked. The results below supply all three for two electrons with on-site repulsion U ≥ 0 on two sites, in the three-state singlet sector. There the potential is a single real number v, and the density is described by half the occupation difference, d, with |d| ≤ 1.

## The bound

Let U be the on-site repulsion, t the hopping and v the potential difference, with site energies +v/2 on the left and −v/2 on the right. The basis states are numbered 0, 1, 2: both electrons on the left, the singlet with one electron on each site, both electrons on the right. The Hamiltonian is

    H(v) = ⎡ U + v    −√2 t     0    ⎤
           ⎢ −√2 t      0     −√2 t  ⎥
           ⎣   0      −√2 t   U − v  ⎦

For real amplitudes x = (x₀, x₁, x₂) define

    E(v) = min { x·H(v)x : x·x = 1 }
    F(d) = sup over v of ( E(v) − v d )

The coefficient of v in x·H(v)x is x₀² − x₂², half the difference of the left and right occupations, and d is the target value of that quantity. E is concave in v, the supremum is finite exactly for |d| ≤ 1, and F is convex on [−1, 1]. For U ≥ 0, t ≥ 0 and |d| ≤ 1,

    U|d| − 2t ≤ F(d) ≤ U|d|,   hence   |F(d) − U|d|| ≤ 2t.

At fixed t, F/U converges uniformly on [−1, 1] to |d|, which has a kink at d = 0, as U → ∞.

## Where a code relies on it

Since −v d is linear in v, concavity of E makes the objective concave, so a one-dimensional search meets no spurious local maximum. A target with |d| > 1 has to be rejected on input, because the objective grows without bound; a code that stores the full occupation difference must halve it first. The upper bound holds at every single v, so for |d| ≤ 1 an evaluated E(v) − v d that exceeds U|d| by more than rounding error signals a fault in the matrix, the solver or the term v d. An overall sign error in v is not caught by this test: exchanging x₀ and x₂ shows E(−v) = E(v), so a wrong sign in the matrix leaves the objective unchanged, and a wrong sign in the term v d only replaces d by −d, which has the same bound U|d|. The potential v = −U for d ≥ 0, or v = +U for d < 0, already gives a value within 2t of F(d). At U = 0 the value F(0) = −2t is an exact reference number.

## Derivation

Multiplying out the quadratic form gives

    x·H(v)x = (U + v) x₀² + (U − v) x₂² − 2√2 t x₁ (x₀ + x₂).

It is continuous and the unit sphere is compact, so the minimum E(v) is attained.

**Bounds on E.** Put m = min(0, U − |v|). The basis states as trial states give E ≤ U + v, E ≤ 0 and E ≤ U − v, so E ≤ m. For the other side put p = √2 x₁ and q = x₀ + x₂. On a unit vector

    |2pq| ≤ p² + q² = 2x₁² + (x₀ + x₂)² ≤ 2x₁² + 2x₀² + 2x₂² = 2,

so the hopping term −t·2pq is at least −2|t|. All three diagonal entries are at least m, so the diagonal part is at least m(x₀² + x₁² + x₂²) = m. Together,

    m − 2|t| ≤ E(v) ≤ m.

**Concavity.** Take potentials v, w and weights a, b ≥ 0 with a + b = 1, and let x minimise the energy at av + bw. The form is affine in the potential, and x is a trial state at v and at w:

    E(av + bw) = a x·H(v)x + b x·H(w)x ≥ a E(v) + b E(w).

**Upper bound on the objective.** For |d| ≤ 1, weight E ≤ U − |v| by |d| and E ≤ 0 by 1 − |d|, and use −v d ≤ |v||d|:

    E(v) − v d ≤ |d|(U − |v|) + |v||d| = U|d|.

**Unboundedness for |d| > 1.** Take v = −s d with s ≥ 0. Then m ≥ −|U| − s|d| and −v d = s|d|², so

    E(v) − v d ≥ s|d|(|d| − 1) − |U| − 2|t|,

which exceeds any given M once s|d|(|d| − 1) = |M| + |U| + 2|t| + 1.

**Convexity.** For d₁, d₂ in [−1, 1], weights a, b as before and every v,

    E(v) − v(a d₁ + b d₂) = a(E(v) − v d₁) + b(E(v) − v d₂) ≤ a F(d₁) + b F(d₂),

and the supremum over v obeys the same bound.

**Lower bound on F.** With U ≥ 0, the choice v = −U for d ≥ 0 and v = U for d < 0 has |v| = U, so m = 0, E(v) ≥ −2t and −v d = U|d|. Hence F(d) ≥ U|d| − 2t. Dividing the two-sided bound by U > 0 gives |F(d)/U − |d|| ≤ 2t/U, which is below ε for all d at once when U > 2t/ε.

**The constant 2t.** At U = 0 the unit vector x = (1/2, √2/2, 1/2) has energy v/4 − v/4 − 2t = −2t for every v. So F(0) ≤ −2t, and the lower bound makes this an equality.

## The file

```lean
import Mathlib

open Matrix Set Filter

namespace HubbardDimerLieb

noncomputable section

/-- Singlet-sector Hamiltonian of the Hubbard dimer with repulsion `U`, hopping `t` and
potential difference `v`. -/
def H (U t v : ℝ) : Matrix (Fin 3) (Fin 3) ℝ :=
  !![U + v, -(√2 * t), 0; -(√2 * t), 0, -(√2 * t); 0, -(√2 * t), U - v]

/-- The normalised real states. -/
def unitStates : Set (Fin 3 → ℝ) := {x | x ⬝ᵥ x = 1}

/-- The energy expectation value `x · H(v) x`. -/
def energy (U t v : ℝ) (x : Fin 3 → ℝ) : ℝ := x ⬝ᵥ H U t v *ᵥ x

/-- The ground-state energy `E(v)`: the infimum of the energy over normalised states. -/
def E (U t v : ℝ) : ℝ := sInf (energy U t v '' unitStates)

/-- The quantity `E(v) - v d`, as a function of the potential `v`. -/
def legendre (U t d v : ℝ) : ℝ := E U t v - v * d

/-- The Lieb functional `F(d) = sup_v (E(v) - v d)`. -/
def F (U t d : ℝ) : ℝ := ⨆ v, legendre U t d v

/-- The energy written out in the three amplitudes. -/
theorem energy_eq (U t v : ℝ) (x : Fin 3 → ℝ) :
    energy U t v x =
      (U + v) * x 0 ^ 2 + (U - v) * x 2 ^ 2 - t * (2 * (√2 * x 1) * (x 0 + x 2)) := by
  simp [energy, H, dotProduct, mulVec, Fin.sum_univ_three]
  ring

/-- `E(v)` is attained: it is the least energy of a normalised state. -/
theorem E_isLeast (U t v : ℝ) : IsLeast (energy U t v '' unitStates) (E U t v) := by
  -- the unit sphere is compact and the energy is continuous
  have hcl : IsClosed unitStates := by
    refine isClosed_eq ?_ continuous_const
    simp only [dotProduct]
    fun_prop
  have hc : IsCompact unitStates := by
    refine (isCompact_closedBall (0 : Fin 3 → ℝ) 1).of_isClosed_subset hcl fun x hx => ?_
    have hx' : ∑ j, x j * x j = 1 := hx
    rw [mem_closedBall_zero_iff, pi_norm_le_iff_of_nonneg zero_le_one]
    intro i
    have h : x i * x i ≤ ∑ j, x j * x j :=
      Finset.single_le_sum (f := fun j => x j * x j) (fun j _ => mul_self_nonneg _)
        (Finset.mem_univ i)
    rw [Real.norm_eq_abs, abs_le]
    constructor <;> nlinarith
  have hne : unitStates.Nonempty :=
    ⟨![1, 0, 0], by simp [unitStates, dotProduct, Fin.sum_univ_three]⟩
  have hcont : Continuous (energy U t v) := by
    rw [funext (energy_eq U t v)]
    fun_prop
  obtain ⟨x, hx, hmin⟩ := hc.exists_isMinOn hne hcont.continuousOn
  have h : IsLeast (energy U t v '' unitStates) (energy U t v x) :=
    ⟨mem_image_of_mem _ hx, by
      rintro _ ⟨y, hy, rfl⟩
      exact isMinOn_iff.mp hmin y hy⟩
  unfold E
  rw [h.csInf_eq]
  exact h

/-- `E(v)` lies between `min(0, U - |v|) - 2|t|` and `min(0, U - |v|)`. -/
theorem E_bounds (U t v : ℝ) :
    min 0 (U - |v|) - 2 * |t| ≤ E U t v ∧ E U t v ≤ min 0 (U - |v|) := by
  constructor
  · obtain ⟨x, hx, he⟩ := (E_isLeast U t v).1
    have hx1 : ∑ j, x j * x j = 1 := hx
    rw [Fin.sum_univ_three] at hx1
    have hs : (√2 * x 1) ^ 2 = 2 * x 1 ^ 2 := by
      rw [mul_pow, Real.sq_sqrt (by norm_num)]
    -- the hopping term is at most 2|t| in size
    have hy : |2 * (√2 * x 1) * (x 0 + x 2)| ≤ 2 := by
      rw [abs_le]
      constructor <;>
        nlinarith [sq_nonneg (√2 * x 1 - (x 0 + x 2)), sq_nonneg (√2 * x 1 + (x 0 + x 2)),
          sq_nonneg (x 0 - x 2)]
    have hhop : t * (2 * (√2 * x 1) * (x 0 + x 2)) ≤ |t| * 2 :=
      calc _ ≤ |t * (2 * (√2 * x 1) * (x 0 + x 2))| := le_abs_self _
        _ = |t| * |2 * (√2 * x 1) * (x 0 + x 2)| := abs_mul _ _
        _ ≤ |t| * 2 := mul_le_mul_of_nonneg_left hy (abs_nonneg t)
    have m0 : min 0 (U - |v|) ≤ 0 := min_le_left _ _
    have m1 : min 0 (U - |v|) ≤ U + v := (min_le_right _ _).trans (by linarith [neg_abs_le v])
    have m2 : min 0 (U - |v|) ≤ U - v := (min_le_right _ _).trans (by linarith [le_abs_self v])
    rw [← he, energy_eq]
    generalize min 0 (U - |v|) = m at m0 m1 m2 ⊢
    have hm : m * (x 0 * x 0 + x 1 * x 1 + x 2 * x 2) = m := by rw [hx1, mul_one]
    nlinarith [mul_nonneg (sub_nonneg.2 m1) (sq_nonneg (x 0)),
      mul_nonneg (neg_nonneg.2 m0) (sq_nonneg (x 1)),
      mul_nonneg (sub_nonneg.2 m2) (sq_nonneg (x 2))]
  · -- the three basis states as trial states
    have tr : ∀ x ∈ unitStates, E U t v ≤ energy U t v x :=
      fun x hx => (E_isLeast U t v).2 ⟨x, hx, rfl⟩
    have h0 : E U t v ≤ U + v := by
      simpa [energy_eq] using
        tr ![1, 0, 0] (by simp [unitStates, dotProduct, Fin.sum_univ_three])
    have h1 : E U t v ≤ 0 := by
      simpa [energy_eq] using
        tr ![0, 1, 0] (by simp [unitStates, dotProduct, Fin.sum_univ_three])
    have h2 : E U t v ≤ U - v := by
      simpa [energy_eq] using
        tr ![0, 0, 1] (by simp [unitStates, dotProduct, Fin.sum_univ_three])
    refine le_min h1 ?_
    rcases abs_cases v with h | h <;> linarith [h.1]

/-- The ground-state energy is a concave function of the potential. -/
theorem E_concave (U t : ℝ) : ConcaveOn ℝ univ (E U t) := by
  refine ⟨convex_univ, fun v _ w _ a b ha hb hab => ?_⟩
  simp only [smul_eq_mul]
  obtain ⟨x, hx, he⟩ := (E_isLeast U t (a * v + b * w)).1
  have h1 : E U t v ≤ energy U t v x := (E_isLeast U t v).2 ⟨x, hx, rfl⟩
  have h2 : E U t w ≤ energy U t w x := (E_isLeast U t w).2 ⟨x, hx, rfl⟩
  -- the energy of a fixed state is affine in the potential
  have haff : energy U t (a * v + b * w) x = a * energy U t v x + b * energy U t w x := by
    have hb' : b = 1 - a := by linarith
    simp only [energy_eq]
    rw [hb']
    ring
  linarith [mul_le_mul_of_nonneg_left h1 ha, mul_le_mul_of_nonneg_left h2 hb]

/-- For `|d| ≤ 1` and every potential `v`, `E(v) - v d ≤ U |d|`. -/
theorem legendre_le (U t d v : ℝ) (hd : |d| ≤ 1) : legendre U t d v ≤ U * |d| := by
  have h0 := (E_bounds U t v).2.trans (min_le_left _ _)
  have h1 := (E_bounds U t v).2.trans (min_le_right _ _)
  have hvd : -(v * d) ≤ |v| * |d| := by
    rw [← abs_mul]
    exact neg_le_abs _
  unfold legendre
  nlinarith [mul_nonneg (abs_nonneg d) (sub_nonneg.2 h1),
    mul_nonneg (sub_nonneg.2 hd) (neg_nonneg.2 h0)]

/-- `E(v) - v d` is bounded above in `v` exactly when `|d| ≤ 1`. -/
theorem legendre_bddAbove_iff (U t d : ℝ) : BddAbove (range (legendre U t d)) ↔ |d| ≤ 1 := by
  refine ⟨fun ⟨M, hM⟩ => ?_, fun hd => ⟨U * |d|, ?_⟩⟩
  · by_contra hd
    have hd1 : 1 < |d| := not_le.mp hd
    have hp : 0 < |d| * (|d| - 1) := mul_pos (by linarith) (by linarith)
    -- a large potential `v = -s d` exceeds the bound `M`
    obtain ⟨s, hs, hK⟩ : ∃ s : ℝ, 0 ≤ s ∧ s * (|d| * (|d| - 1)) = |M| + |U| + 2 * |t| + 1 :=
      ⟨(|M| + |U| + 2 * |t| + 1) / (|d| * (|d| - 1)),
        div_nonneg (by positivity) hp.le, div_mul_cancel₀ _ hp.ne'⟩
    have h : E U t (-(s * d)) - -(s * d) * d ≤ M := hM ⟨-(s * d), rfl⟩
    have hl := (E_bounds U t (-(s * d))).1
    rw [abs_neg, abs_mul, abs_of_nonneg hs] at hl
    have hsd : 0 ≤ s * |d| := mul_nonneg hs (abs_nonneg d)
    have hmin : -|U| - s * |d| ≤ min 0 (U - s * |d|) :=
      le_min (by linarith [abs_nonneg U]) (by linarith [neg_abs_le U])
    have hdd : s * d * d = s * |d| * |d| := by rw [mul_assoc, mul_assoc, abs_mul_abs_self]
    nlinarith [le_abs_self M]
  · rintro _ ⟨v, rfl⟩
    exact legendre_le U t d v hd

/-- The Lieb functional is convex on `[-1, 1]`. -/
theorem F_convex (U t : ℝ) : ConvexOn ℝ (Icc (-1) 1) (F U t) := by
  refine ⟨convex_Icc _ _, fun x hx y hy a b ha hb hab => ?_⟩
  simp only [smul_eq_mul]
  have key : ∀ v, legendre U t (a * x + b * y) v ≤ a * F U t x + b * F U t y := by
    intro v
    have h1 : legendre U t x v ≤ F U t x :=
      le_ciSup ((legendre_bddAbove_iff U t x).2 (abs_le.2 ⟨hx.1, hx.2⟩)) v
    have h2 : legendre U t y v ≤ F U t y :=
      le_ciSup ((legendre_bddAbove_iff U t y).2 (abs_le.2 ⟨hy.1, hy.2⟩)) v
    have haff : legendre U t (a * x + b * y) v = a * legendre U t x v + b * legendre U t y v := by
      unfold legendre
      linear_combination (-(E U t v)) * hab
    linarith [mul_le_mul_of_nonneg_left h1 ha, mul_le_mul_of_nonneg_left h2 hb]
  exact ciSup_le key

/-- For `U, t ≥ 0` and `|d| ≤ 1`: `U|d| - 2t ≤ F(d) ≤ U|d|` and `|F(d) - U|d|| ≤ 2t`. -/
theorem F_close_to_kink (U t d : ℝ) (hU : 0 ≤ U) (ht : 0 ≤ t) (hd : |d| ≤ 1) :
    U * |d| - 2 * t ≤ F U t d ∧ F U t d ≤ U * |d| ∧ abs (F U t d - U * |d|) ≤ 2 * t := by
  have hup : F U t d ≤ U * |d| := ciSup_le fun v => legendre_le U t d v hd
  -- the potential `v = ∓U` gives the lower bound
  obtain ⟨v, hv, hvd⟩ : ∃ v : ℝ, |v| = U ∧ -(v * d) = U * |d| := by
    rcases abs_cases d with h | h
    · exact ⟨-U, by rw [abs_neg, abs_of_nonneg hU], by rw [h.1]; ring⟩
    · exact ⟨U, abs_of_nonneg hU, by rw [h.1]; ring⟩
  have h1 : legendre U t d v ≤ F U t d := le_ciSup ((legendre_bddAbove_iff U t d).2 hd) v
  have h2 := (E_bounds U t v).1
  rw [hv, sub_self, min_self, abs_of_nonneg ht] at h2
  unfold legendre at h1
  exact ⟨by linarith, hup, abs_le.2 ⟨by linarith, by linarith⟩⟩

/-- At fixed `t ≥ 0`, `F(d)/U` tends to `|d|` as `U → ∞`, uniformly on `[-1, 1]`. -/
theorem F_div_U_tendsto (t : ℝ) (ht : 0 ≤ t) :
    TendstoUniformlyOn (fun U d => F U t d / U) (fun d => |d|) atTop (Icc (-1) 1) := by
  rw [Metric.tendstoUniformlyOn_iff]
  intro ε hε
  filter_upwards [eventually_gt_atTop (2 * t / ε)] with U hU d hd
  have hU0 : 0 < U := lt_of_le_of_lt (by positivity) hU
  have h := (F_close_to_kink U t d hU0.le ht (abs_le.2 ⟨hd.1, hd.2⟩)).2.2
  rw [div_lt_iff₀ hε] at hU
  have he : F U t d / U - |d| = (F U t d - U * |d|) / U := by field_simp
  show dist |d| (F U t d / U) < ε
  rw [Real.dist_eq, abs_sub_comm, he, abs_div, abs_of_pos hU0, div_lt_iff₀ hU0]
  linarith

/-- For `U = 0` and `t ≥ 0`, `F(0) = -2t`. -/
theorem F_zero_zero (t : ℝ) (ht : 0 ≤ t) : F 0 t 0 = -(2 * t) := by
  have hs : √2 * √2 = (2 : ℝ) := Real.mul_self_sqrt (by norm_num)
  obtain ⟨x, h0, h1, h2⟩ : ∃ x : Fin 3 → ℝ, x 0 = 1 / 2 ∧ x 1 = √2 / 2 ∧ x 2 = 1 / 2 :=
    ⟨![1 / 2, √2 / 2, 1 / 2], rfl, rfl, rfl⟩
  have hx : x ∈ unitStates := by
    show ∑ i, x i * x i = 1
    rw [Fin.sum_univ_three, h0, h1, h2]
    linear_combination (1 / 4) * hs
  have key : ∀ v, legendre 0 t 0 v ≤ -(2 * t) := by
    intro v
    have h : E 0 t v ≤ energy 0 t v x := (E_isLeast 0 t v).2 ⟨x, hx, rfl⟩
    have he : energy 0 t v x = -(2 * t) := by
      rw [energy_eq, h0, h1, h2]
      linear_combination (-t) * hs
    unfold legendre
    linarith
  have hlow := (F_close_to_kink 0 t 0 le_rfl ht (by simp)).1
  exact le_antisymm (ciSup_le key) (by linarith)

end

end HubbardDimerLieb
```

```lean
#print axioms HubbardDimerLieb.E_concave
#print axioms HubbardDimerLieb.F_convex
#print axioms HubbardDimerLieb.F_div_U_tendsto
#print axioms HubbardDimerLieb.F_zero_zero
```

```
'HubbardDimerLieb.E_concave' depends on axioms: [propext, Classical.choice, Quot.sound]
'HubbardDimerLieb.F_convex' depends on axioms: [propext, Classical.choice, Quot.sound]
'HubbardDimerLieb.F_div_U_tendsto' depends on axioms: [propext, Classical.choice, Quot.sound]
'HubbardDimerLieb.F_zero_zero' depends on axioms: [propext, Classical.choice, Quot.sound]
```

## Reading the statements

`H U t v` is the matrix above, with `x 0`, `x 1`, `x 2` the amplitudes x₀, x₁, x₂. `unitStates` is the set of real vectors with x·x = 1, and `energy` is x·H(v)x. `E` is defined as an infimum by `sInf`, and `E_isLeast` shows that it is a minimum. `legendre U t d v` is the objective E(v) − v d, and `F` is its supremum over all real v. Lean's supremum of an unbounded real family is 0, not +∞, so `F U t d` carries no physical meaning for |d| > 1; finiteness is therefore stated as `BddAbove (range (legendre U t d)) ↔ |d| ≤ 1` in `legendre_bddAbove_iff`.

`E_bounds`, `E_concave`, `legendre_bddAbove_iff` and `F_convex` hold for all real U and t, and `legendre_le` needs only |d| ≤ 1. The sign conditions enter in `F_close_to_kink` (U ≥ 0, t ≥ 0, |d| ≤ 1), `F_div_U_tendsto` (t ≥ 0) and `F_zero_zero` (t ≥ 0).

## How the proofs follow the derivation

`energy_eq` is the expanded form, with the hopping written as `t * (2 * (√2 * x 1) * (x 0 + x 2))`, that is t·2pq. In `E_isLeast` the sphere is shown closed and contained in the unit ball of the maximum norm, since each xᵢ² ≤ 1, and `exists_isMinOn` supplies the minimiser. In `E_bounds`, `hy` is |2pq| ≤ 2, obtained by `nlinarith` from the squares (p − q)², (p + q)² and (x₀ − x₂)²; `m0`, `m1`, `m2` compare m with the diagonal entries, and `h0`, `h1`, `h2` are the three trial states. `E_concave` takes the minimiser at the mixed potential, with `haff` as the affine identity. The two products handed to `nlinarith` in `legendre_le` are the inequalities weighted by |d| and 1 − |d|. `legendre_bddAbove_iff` assumes a bound `M` and reaches a contradiction with the s above. `F_convex` and `F_close_to_kink` use `le_ciSup`, which needs the boundedness just shown, for "objective ≤ F", and `ciSup_le` for "F ≤ a bound valid at every v". `F_div_U_tendsto` works for U beyond `2 * t / ε`, and `F_zero_zero` evaluates the trial state using √2·√2 = 2.

## Scope

The matrix is a definition. Its origin in the two-site Hubbard Hamiltonian, the reading of d as half an occupation difference, and the equality of the minimum over real unit vectors with the lowest eigenvalue are standard facts for which the file contains no theorem. Triplet states and larger lattices are absent. F is Lieb's Legendre-transform functional reduced to a one-number density, and it is not compared with a constrained search over states or ensembles.

The file proves that the supremum is finite for |d| ≤ 1, but not whether it is attained, and it provides no maximising potential. For t > 0 and |d| = 1 no finite v attains it, since the ground state would have to hold both electrons on one site with certainty, which the hopping prevents. The kink belongs to the limit |d|; the uniform convergence concerns values, and nothing is stated about the slope of F at finite U. Sharpness of 2t is shown at the single point U = 0, d = 0, which excludes a smaller constant valid for all U ≥ 0 but leaves room for a tighter bound at large U. All statements are in exact real arithmetic.

The condition U ≥ 0 matters for the lower bound. Take the attractive case U = −1, t = 0. The two sides of `E_bounds` coincide and give E(v) = −1 − |v|, so F(0) = −1, attained at v = 0, while the lower bound would read F(0) ≥ U·0 − 2·0 = 0. The step that fails is the choice of a potential with |v| = U. The upper bound F(d) ≤ U|d| survives, because `legendre_le` places no condition on U.
